# Independent fermionic modes: additive entropy and $2^f$ nonzero configuration probabilities for $f$ fractional occupations

For a single Slater determinant, the reduced state of a set of spin orbitals is fixed by the one-particle density matrix restricted to them. The eigenvectors of this matrix are independent modes, and its eigenvalues $x$ are their occupations. The reduced state is represented here by its list of configuration probabilities alone: each set of occupied modes receives a product with one factor per mode, $x$ if the mode is occupied and $1-x$ if it is empty, and no density operator is constructed. For occupations in $[0,1]$, the theorems give the entropy of this list, the number of its nonzero entries, and a bound that connects the two.

```lean
import Mathlib

open Finset

namespace GaussianEntanglementSpectrum

variable {ι : Type*} [DecidableEq ι]

/-- For independent modes `s`, each filled with probability `x k` in `[0,1]`, the probability that
exactly the modes in `S ⊆ s` are occupied. -/
def configProb (s : Finset ι) (x : ι → ℝ) (S : Finset ι) : ℝ :=
  (∏ k ∈ S, x k) * ∏ k ∈ s \ S, (1 - x k)

/-- Shannon entropy (in nats) of the distribution `configProb s x` over occupied subsets of `s`, for
eigenvalues in `[0,1]`. -/
noncomputable def configEntropy (s : Finset ι) (x : ι → ℝ) : ℝ :=
  ∑ S ∈ s.powerset, Real.negMulLog (configProb s x S)

/-- Entropy of a single mode that is filled with probability `p` and empty with
probability `1 - p`, for `p` in `[0,1]`. -/
noncomputable def modeEntropy (p : ℝ) : ℝ :=
  -p * Real.log p - (1 - p) * Real.log (1 - p)

/-- The modes of `s` whose eigenvalue lies strictly between 0 and 1. -/
noncomputable def fractionalModes (s : Finset ι) (x : ι → ℝ) : Finset ι :=
  s.filter fun k => 0 < x k ∧ x k < 1

/-- Adding a mode `a` and leaving it empty multiplies the probability by `1 - x a`. -/
theorem configProb_add_empty {s S : Finset ι} {a : ι} (x : ι → ℝ) (ha : a ∉ s) (haS : a ∉ S) :
    configProb (insert a s) x S = (1 - x a) * configProb s x S := by
  have h : insert a s \ S = insert a (s \ S) := by
    ext b
    by_cases hb : b = a <;> simp [hb, haS]
  unfold configProb
  rw [h, prod_insert (by simp [ha])]
  ring

/-- Adding a mode `a` and filling it multiplies the probability by `x a`. -/
theorem configProb_add_filled {s S : Finset ι} {a : ι} (x : ι → ℝ) (ha : a ∉ s) (haS : a ∉ S) :
    configProb (insert a s) x (insert a S) = x a * configProb s x S := by
  have h : insert a s \ insert a S = s \ S := by
    ext b
    by_cases hb : b = a <;> simp [hb, ha]
  unfold configProb
  rw [h, prod_insert haS]
  ring

/-- When a mode `a` is added, a sum of any function `g` of the probabilities splits into an
empty and a filled branch for each old configuration. -/
theorem sum_add_mode {M : Type*} [AddCommMonoid M] {s : Finset ι} {a : ι} (ha : a ∉ s)
    (x : ι → ℝ) (g : ℝ → M) :
    ∑ S ∈ (insert a s).powerset, g (configProb (insert a s) x S) =
      ∑ S ∈ s.powerset, (g ((1 - x a) * configProb s x S) + g (x a * configProb s x S)) := by
  rw [sum_powerset_insert ha, ← sum_add_distrib]
  refine sum_congr rfl fun S hS => ?_
  have haS : a ∉ S := fun h => ha (mem_powerset.mp hS h)
  rw [configProb_add_empty x ha haS, configProb_add_filled x ha haS]

/-- The probabilities of all occupied subsets sum to one. -/
theorem sum_configProb (s : Finset ι) (x : ι → ℝ) :
    ∑ S ∈ s.powerset, configProb s x S = 1 := by
  induction s using Finset.induction_on with
  | empty => simp [configProb]
  | insert a s ha ih =>
    refine (sum_add_mode ha x (fun p : ℝ => p)).trans ?_
    refine Eq.trans (sum_congr rfl fun S _ => ?_) ih
    show (1 - x a) * configProb s x S + x a * configProb s x S = configProb s x S
    ring

/-- The total probability of the configurations in which mode `k` is occupied is `x k`. -/
theorem mean_occupation {s : Finset ι} {k : ι} (hk : k ∈ s) (x : ι → ℝ) :
    ∑ S ∈ s.powerset, (if k ∈ S then configProb s x S else 0) = x k := by
  obtain ⟨t, ht, rfl⟩ : ∃ t : Finset ι, k ∉ t ∧ insert k t = s :=
    ⟨s.erase k, by simp, insert_erase hk⟩
  have hS : ∀ S ∈ t.powerset, k ∉ S := fun S h hkS => ht (mem_powerset.mp h hkS)
  rw [sum_powerset_insert ht, sum_eq_zero (fun S h => if_neg (hS S h)), zero_add]
  -- only the branch with mode `k` filled contributes
  calc ∑ S ∈ t.powerset,
        (if k ∈ insert k S then configProb (insert k t) x (insert k S) else 0)
      = ∑ S ∈ t.powerset, x k * configProb t x S := by
        refine sum_congr rfl fun S h => ?_
        rw [if_pos (mem_insert_self k S), configProb_add_filled x ht (hS S h)]
    _ = x k := by rw [← mul_sum, sum_configProb, mul_one]

/-- The entropy of the subset distribution is the sum of the single-mode entropies. -/
theorem configEntropy_eq_sum (s : Finset ι) (x : ι → ℝ) :
    configEntropy s x = ∑ k ∈ s, modeEntropy (x k) := by
  induction s using Finset.induction_on with
  | empty => simp [configEntropy, configProb]
  | insert a s ha ih =>
    -- the product rule for `-p ln p` separates the new mode from the old ones
    have h : ∀ p : ℝ, Real.negMulLog ((1 - x a) * p) + Real.negMulLog (x a * p) =
        p * modeEntropy (x a) + Real.negMulLog p := by
      intro p
      rw [Real.negMulLog_mul, Real.negMulLog_mul]
      simp only [modeEntropy, Real.negMulLog]
      ring
    refine (sum_add_mode ha x Real.negMulLog).trans ?_
    rw [sum_congr rfl (fun S _ => h (configProb s x S)), sum_add_distrib, ← sum_mul,
      sum_configProb, one_mul, sum_insert ha, ← ih, configEntropy]

/-- For eigenvalues in `[0,1]`, the number of occupied subsets with nonzero probability is
two to the number of fractional modes. -/
theorem card_nonzero (s : Finset ι) (x : ι → ℝ) (hx : ∀ k ∈ s, 0 ≤ x k ∧ x k ≤ 1) :
    (s.powerset.filter fun S => configProb s x S ≠ 0).card =
      2 ^ (fractionalModes s x).card := by
  induction s using Finset.induction_on with
  | empty =>
    rw [card_filter, powerset_empty, sum_singleton]
    simp [configProb, fractionalModes]
  | insert a s ha ih =>
    have ih' := ih (fun k hk => hx k (mem_insert_of_mem hk))
    obtain ⟨hl, hu⟩ := hx a (mem_insert_self a s)
    rw [card_filter] at ih' ⊢
    refine (sum_add_mode ha x (fun p : ℝ => if p ≠ 0 then (1 : ℕ) else 0)).trans ?_
    by_cases h0 : x a = 0
    · -- an empty mode leaves the count unchanged
      have hf : fractionalModes (insert a s) x = fractionalModes s x := by
        simp [fractionalModes, filter_insert, h0]
      rw [hf, ← ih']
      refine sum_congr rfl fun S _ => ?_
      simp [h0]
    by_cases h1 : x a = 1
    · -- so does a full mode
      have hf : fractionalModes (insert a s) x = fractionalModes s x := by
        simp [fractionalModes, filter_insert, h1]
      rw [hf, ← ih']
      refine sum_congr rfl fun S _ => ?_
      simp [h1]
    · -- a fractional mode doubles it
      have hf : (fractionalModes (insert a s) x).card = (fractionalModes s x).card + 1 := by
        unfold fractionalModes
        rw [filter_insert, if_pos ⟨lt_of_le_of_ne hl (Ne.symm h0), lt_of_le_of_ne hu h1⟩,
          card_insert_of_notMem (by simp [ha])]
      have h1' : 1 - x a ≠ 0 := sub_ne_zero.mpr (Ne.symm h1)
      rw [hf, pow_succ, ← ih', sum_mul]
      refine sum_congr rfl fun S _ => ?_
      by_cases hp : configProb s x S = 0 <;> simp [hp, h0, h1']

/-- For eigenvalues in `[0,1]` the subset weights are nonnegative and sum to one, their entropy
is the sum of the mode entropies, and exactly `2 ^ f` of them are nonzero, `f` being the number
of fractional modes. -/
theorem entanglement_spectrum (s : Finset ι) (x : ι → ℝ) (hx : ∀ k ∈ s, 0 ≤ x k ∧ x k ≤ 1) :
    (∀ S ∈ s.powerset, 0 ≤ configProb s x S) ∧
    ∑ S ∈ s.powerset, configProb s x S = 1 ∧
    configEntropy s x = ∑ k ∈ s, (-x k * Real.log (x k) - (1 - x k) * Real.log (1 - x k)) ∧
    (s.powerset.filter fun S => configProb s x S ≠ 0).card =
      2 ^ (s.filter fun k => 0 < x k ∧ x k < 1).card := by
  refine ⟨fun S hS => ?_, sum_configProb s x, configEntropy_eq_sum s x, card_nonzero s x hx⟩
  exact mul_nonneg (prod_nonneg fun k hk => (hx k (mem_powerset.mp hS hk)).1)
    (prod_nonneg fun k hk => sub_nonneg.mpr (hx k (mem_sdiff.mp hk).1).2)

/-- For eigenvalues in `[0,1]` the entropy is at most `ln 2` per fractional mode, with equality
exactly when every fractional eigenvalue is one half. -/
theorem entropy_le_fractional (s : Finset ι) (x : ι → ℝ) (hx : ∀ k ∈ s, 0 ≤ x k ∧ x k ≤ 1) :
    configEntropy s x ≤ (fractionalModes s x).card * Real.log 2 ∧
    (configEntropy s x = (fractionalModes s x).card * Real.log 2 ↔
      ∀ k ∈ fractionalModes s x, x k = 1 / 2) := by
  have hb : ∀ p : ℝ, modeEntropy p = Real.binEntropy p := by
    intro p
    simp only [modeEntropy, Real.binEntropy, Real.log_inv]
    ring
  -- empty and full modes carry no entropy
  have hS : configEntropy s x = ∑ k ∈ fractionalModes s x, modeEntropy (x k) := by
    rw [configEntropy_eq_sum]
    refine (sum_filter_of_ne fun k hk hne => ?_).symm
    refine ⟨lt_of_le_of_ne (hx k hk).1 fun h => hne ?_,
      lt_of_le_of_ne (hx k hk).2 fun h => hne ?_⟩
    · simp [modeEntropy, ← h]
    · simp [modeEntropy, h]
  have hc : ((fractionalModes s x).card : ℝ) * Real.log 2 =
      ∑ _k ∈ fractionalModes s x, Real.log 2 := by
    rw [sum_const, nsmul_eq_mul]
  have hle : ∀ k ∈ fractionalModes s x, modeEntropy (x k) ≤ Real.log 2 := by
    intro k _
    rw [hb]
    exact Real.binEntropy_le_log_two
  rw [hS, hc]
  refine ⟨sum_le_sum hle, (sum_eq_sum_iff_of_le hle).trans ?_⟩
  refine forall₂_congr fun k _ => ?_
  rw [hb, Real.binEntropy_eq_log_two, one_div]

end GaussianEntanglementSpectrum
```

```lean
#print axioms GaussianEntanglementSpectrum.mean_occupation
-- 'GaussianEntanglementSpectrum.mean_occupation' depends on axioms: [propext, Classical.choice, Quot.sound]
#print axioms GaussianEntanglementSpectrum.card_nonzero
-- 'GaussianEntanglementSpectrum.card_nonzero' depends on axioms: [propext, Classical.choice, Quot.sound]
#print axioms GaussianEntanglementSpectrum.entanglement_spectrum
-- 'GaussianEntanglementSpectrum.entanglement_spectrum' depends on axioms: [propext, Classical.choice, Quot.sound]
#print axioms GaussianEntanglementSpectrum.entropy_le_fractional
-- 'GaussianEntanglementSpectrum.entropy_le_fractional' depends on axioms: [propext, Classical.choice, Quot.sound]
```

## The physics behind the product weights

Take a single Slater determinant and select some orthonormal spin orbitals as a subsystem. Restrict the one-particle density matrix to them and diagonalise it. The eigenvectors are the modes $k$, and the eigenvalues $x_k$ lie in $[0,1]$, because the full one-particle density matrix of a determinant is a projector and the restriction is a diagonal block of it. Wick's theorem then gives the reduced density operator

$$
\rho=\prod_k\bigl[x_k\,n_k+(1-x_k)(1-n_k)\bigr],
$$

where $n_k$ is the number operator of mode $k$. Every factor is diagonal in the occupation states of the modes, so these states form an eigenbasis of $\rho$. If $s$ is the set of modes and $S\subseteq s$ the set of occupied ones, the eigenvalue is

$$
w_s(S)=\prod_{k\in S}x_k\prod_{k\in s\setminus S}(1-x_k).
$$

The file starts from this last formula. The passage from a determinant to $\rho$ is physical input, as is the fact that the $x_k$ come from a restricted density matrix. For a correlated wavefunction the eigenvalues of the reduced state generally don't have this product form.

For a determinant, the entropy of the weights is the entanglement entropy between the subsystem and the remaining orbitals, and the number of nonzero weights is the Schmidt rank. If the subsystem consists of all orbitals on one side of a cut through a matrix product state, an exact representation of the determinant therefore needs a bond dimension of at least $2^f$ at that cut, where $f$ is the number of modes with $0<x_k<1$.

## What the statements say

The modes form a finite set `s`, and `x` assigns a real number to each mode label. The weight $w_s(S)$ is `configProb s x S`, and sums over configurations run over `s.powerset`, the set of all subsets of `s`. The hypothesis `hx` says that $0\le x_k\le1$ for every mode in `s`.

The entropy `configEntropy s x` is $\sum_{S\subseteq s}\eta(w_s(S))$ with $\eta(p)=-p\ln p$, which Mathlib calls `Real.negMulLog`. It is measured in nats. Lean's logarithm has the value 0 at 0, which yields the usual convention $0\ln0=0$. The entropy of one mode, `modeEntropy`, is

$$
h(x)=-x\ln x-(1-x)\ln(1-x).
$$

The set `fractionalModes s x` contains the modes with $0<x_k<1$, and $f$ is its number of elements.

Under `hx`, the theorem `entanglement_spectrum` states four things: the weights are nonnegative, they sum to one, their entropy is $\sum_{k\in s}h(x_k)$, and exactly $2^f$ of them are nonzero. The count is over configurations, so equal weights are counted separately. The theorem `entropy_le_fractional` adds that the entropy is at most $f\ln2$, with equality exactly when every fractional eigenvalue is $1/2$.

A separate result, `mean_occupation`, identifies $x_k$ as the probability that mode $k$ is filled. This refers to the eigenmodes of the restricted density matrix, and not to the orbitals from which the subsystem was originally selected.

## Adding one mode at a time

Let $a$ be a mode outside $s$. Each configuration $S\subseteq s$ has two extensions, one with $a$ empty and one with $a$ filled:

$$
w_{s\cup\{a\}}(S)=(1-x_a)\,w_s(S),\qquad
w_{s\cup\{a\}}(S\cup\{a\})=x_a\,w_s(S).
$$

These are `configProb_add_empty` and `configProb_add_filled`. In each proof, the set identity `h` determines which modes are empty after the extension, and `prod_insert` extracts the new factor.

Every subset of $s\cup\{a\}$ arises exactly once in this way. For any function $g$ of the weights, therefore,

$$
\sum_{S\subseteq s\cup\{a\}}g\bigl(w_{s\cup\{a\}}(S)\bigr)
=\sum_{S\subseteq s}\Bigl[g\bigl((1-x_a)w_s(S)\bigr)+g\bigl(x_a w_s(S)\bigr)\Bigr].
$$

This is `sum_add_mode`. Its function `g` may take values in any commutative additive monoid, so the same lemma serves real-valued sums and integer counts. Normalisation, entropy and counting all follow by induction on $s$ with different choices of $g$.

## Normalisation and mean occupation

With no modes there is one configuration, the empty one, and its weight is an empty product, equal to 1. For the induction step take $g(p)=p$. The two branches add up to

$$
(1-x_a)w_s(S)+x_a w_s(S)=w_s(S),
$$

so the total stays at 1. This is `sum_configProb`.

For the mean occupation of a mode $k\in s$, write $s=t\cup\{k\}$ with $k\notin t$. Only configurations with $k$ filled contribute, and

$$
\sum_{S\subseteq t}x_k\,w_t(S)=x_k\sum_{S\subseteq t}w_t(S)=x_k.
$$

The `calc` block in `mean_occupation` follows this line, after the branch with $k$ empty has been removed as a sum of zeros.

## Why the entropies add

The function $\eta$ obeys a product rule:

$$
\eta(qp)=-qp\ln q-qp\ln p=p\,\eta(q)+q\,\eta(p),
$$

which also holds when a factor vanishes. Apply it with $q=1-x_a$ and with $q=x_a$, and add the results:

$$
\eta\bigl((1-x_a)p\bigr)+\eta(x_a p)
=p\bigl[\eta(1-x_a)+\eta(x_a)\bigr]+\bigl[(1-x_a)+x_a\bigr]\eta(p)
=p\,h(x_a)+\eta(p).
$$

Now set $p=w_s(S)$ and sum over $S\subseteq s$. Since the weights sum to one, the first term gives $h(x_a)$, and the second gives the entropy of the old modes. Each new mode thus adds its own entropy, starting from zero for no modes.

In `configEntropy_eq_sum`, the local statement `h` is the displayed identity, proved with `Real.negMulLog_mul`. The final rewrite separates the two sums, uses normalisation in the first, and inserts the induction hypothesis in the second.

## Counting the nonzero weights

Take $g(p)=1$ for $p\ne0$ and $g(0)=0$, so that the sum counts nonzero weights. With no modes the count is $1=2^0$. When mode $a$ is added, there are three cases:

- If $x_a=0$, every filled branch has weight zero and every empty branch keeps its old weight. The count is unchanged.
- If $x_a=1$, the roles of the branches are exchanged, and the count is again unchanged.
- If $0<x_a<1$, both factors are nonzero. Each nonzero weight produces two nonzero weights, and each zero weight produces none. The count doubles, while $f$ increases by one.

The proof of `card_nonzero` makes the same case distinction. `card_filter` first converts the number of elements into a sum of zeros and ones, to which `sum_add_mode` applies. In the last case, `hf` records the additional fractional mode and `pow_succ` supplies the factor of two.

The theorem `entanglement_spectrum` collects these results. The nonnegativity of the weights is proved there directly, since every factor $x_k$ or $1-x_k$ is nonnegative under `hx`.

## The bound of $\ln2$ per fractional mode

Empty and full modes have $h(0)=h(1)=0$, so only fractional modes contribute to the entropy. For $0<x<1$,

$$
h'(x)=\ln\frac{1-x}{x},\qquad
h''(x)=-\frac1x-\frac1{1-x}<0.
$$

The derivative vanishes only at $x=1/2$, and strict concavity makes this the unique maximum, with $h(1/2)=\ln2$. Summing over the fractional modes gives the bound $f\ln2$. The difference between the bound and the entropy is a sum of nonnegative terms $\ln2-h(x_k)$, so it vanishes exactly when each term does, that is, when every fractional $x_k$ is $1/2$. If $f=0$, both sides are zero and the condition on fractional eigenvalues is empty.

In `entropy_le_fractional`, `hb` identifies `modeEntropy` with Mathlib's `Real.binEntropy`, whose maximum and equality case are library results. The step `hS` removes the empty and full modes from the sum. Finally, `sum_eq_sum_iff_of_le` turns equality of the sums into equality for each mode.

## Three modes worked out

Let $x_1=1$, $x_2=1/2$ and $x_3=1/4$. Mode 1 is always filled, so four of the eight configurations have weight zero. The others are

$$
w(\{1\})=\tfrac38,\quad w(\{1,2\})=\tfrac38,\quad
w(\{1,3\})=\tfrac18,\quad w(\{1,2,3\})=\tfrac18.
$$

They sum to one, and there are $2^2$ of them, as expected for two fractional modes. Mode 3 is filled with probability $\tfrac18+\tfrac18=\tfrac14=x_3$. The entropy computed from the weights is

$$
-\tfrac34\ln\tfrac38-\tfrac14\ln\tfrac18\approx1.2555,
$$

and the mode entropies give the same value, $h(1)+h(\tfrac12)+h(\tfrac14)\approx0+0.6931+0.5623$, up to rounding. The bound is $2\ln2\approx1.3863$, which is not reached because $x_3\ne1/2$.
